# Cubic rotation invariants at angular momentum L: one more for every twelve steps in L

If a finite-dimensional complex representation of the cube's 24 rotations has the character of angular momentum L, the number a(L) of its independent invariants is 1, 0, 0, 0, 1, 0, 1 for L = 0, ..., 6. The formula for a(L) gains one whenever L increases by twelve, and it vanishes exactly for L = 1, 2, 3, 5, 7 and 11.

In Lean 4 with Mathlib:

```lean
import Mathlib

open Matrix
open scoped Real

namespace CubicInvariants

noncomputable section

/-- Character of angular momentum `L` at rotation angle `t`: the sum of `cos (m t)` over
`m = -L, ..., L`. -/
def chi (L : ℕ) (t : ℝ) : ℝ := ∑ m ∈ Finset.Icc (-(L : ℤ)) (L : ℤ), Real.cos (m * t)

/-- The class-weighted average of the characters over the 24 rotations of the cube. -/
def invariantCount (L : ℕ) : ℝ :=
  (2 * L + 1 + 8 * chi L (2 * π / 3) + 9 * chi L π + 6 * chi L (π / 2)) / 24

/-- The four body diagonals of the cube, one per row. -/
def diagonal : Matrix (Fin 4) (Fin 3) ℤ := !![1, 1, 1; 1, -1, -1; -1, 1, -1; -1, -1, 1]

/-- The matrix of the cube rotation that permutes the body diagonals by `g`. -/
def cubeRotation (g : Equiv.Perm (Fin 4)) : Matrix (Fin 3) (Fin 3) ℤ :=
  Matrix.of fun a b =>
    ((Equiv.Perm.sign g : ℤ) * ∑ i, diagonal (g i) a * diagonal i b) / 4

/-- The rotation angle `t` in `[0, π]`, read off from `trace = 1 + 2 cos t`. -/
def angle (g : Equiv.Perm (Fin 4)) : ℝ :=
  Real.arccos ((((cubeRotation g).trace : ℝ) - 1) / 2)

/-- Raising `L` by one adds `2 cos ((L + 1) t)` to the character. -/
theorem chi_succ (L : ℕ) (t : ℝ) :
    chi (L + 1) t = chi L t + 2 * Real.cos (((L : ℝ) + 1) * t) := by
  have hs : Finset.Icc (-((L + 1 : ℕ) : ℤ)) ((L + 1 : ℕ) : ℤ) =
      insert ((L : ℤ) + 1) (insert (-((L : ℤ) + 1)) (Finset.Icc (-(L : ℤ)) (L : ℤ))) := by
    ext m
    simp only [Finset.mem_insert, Finset.mem_Icc]
    omega
  unfold chi
  rw [hs, Finset.sum_insert (by simp only [Finset.mem_insert, Finset.mem_Icc]; omega),
    Finset.sum_insert (by simp only [Finset.mem_Icc]; omega)]
  push_cast
  rw [neg_mul, Real.cos_neg]
  ring

/-- The characters at the angles `0`, `2π/3`, `π` and `π/2` in closed form. -/
theorem chi_special (L : ℕ) :
    chi L 0 = 2 * L + 1 ∧ chi L (2 * π / 3) = 1 - ((L % 3 : ℕ) : ℝ) ∧
    chi L π = 1 - 2 * ((L % 2 : ℕ) : ℝ) ∧ chi L (π / 2) = 1 - 2 * ((L / 2 % 2 : ℕ) : ℝ) := by
  have b0 : ∀ t, chi 0 t = 1 := by intro t; simp [chi]
  have b1 : ∀ t, chi 1 t = 1 + 2 * Real.cos t := by
    intro t
    have h := chi_succ 0 t
    rw [b0] at h
    simpa using h
  have b2 : ∀ t, chi 2 t = 1 + 2 * Real.cos t + 2 * (2 * Real.cos t ^ 2 - 1) := by
    intro t
    have h := chi_succ 1 t
    rw [b1, show (((1 : ℕ) : ℝ) + 1) * t = 2 * t by push_cast; ring, Real.cos_two_mul] at h
    exact h
  have b3 : ∀ t, chi 3 t = 1 + 2 * Real.cos t + 2 * (2 * Real.cos t ^ 2 - 1)
      + 2 * (4 * Real.cos t ^ 3 - 3 * Real.cos t) := by
    intro t
    have h := chi_succ 2 t
    rw [b2, show (((2 : ℕ) : ℝ) + 1) * t = 3 * t by push_cast; ring, Real.cos_three_mul] at h
    exact h
  have hc : Real.cos (2 * π / 3) = -1 / 2 := by
    rw [show 2 * π / 3 = π - π / 3 by ring, Real.cos_pi_sub, Real.cos_pi_div_three]
    norm_num
  refine ⟨?_, ?_, ?_, ?_⟩
  · induction L with
    | zero => simp [b0]
    | succ n ih =>
      rw [chi_succ, ih, mul_zero, Real.cos_zero]
      push_cast
      ring
  · -- three successive cosines cancel
    induction L using Nat.strong_induction_on with
    | _ n ih =>
      match n, ih with
      | 0, _ => rw [b0]; norm_num
      | 1, _ => rw [b1, hc]; norm_num
      | 2, _ => rw [b2, hc]; norm_num
      | n + 3, ih =>
        have e : Real.cos ((((n + 2 : ℕ) : ℝ) + 1) * (2 * π / 3)) =
            -Real.cos ((((n + 1 : ℕ) : ℝ) + 1) * (2 * π / 3))
              - Real.cos (((n : ℝ) + 1) * (2 * π / 3)) := by
          rw [show (((n + 2 : ℕ) : ℝ) + 1) * (2 * π / 3) =
              (((n + 1 : ℕ) : ℝ) + 1) * (2 * π / 3) + 2 * π / 3 by push_cast; ring,
            show ((n : ℝ) + 1) * (2 * π / 3) =
              (((n + 1 : ℕ) : ℝ) + 1) * (2 * π / 3) - 2 * π / 3 by push_cast; ring,
            Real.cos_add, Real.cos_sub, hc]
          ring
        rw [chi_succ (n + 2), chi_succ (n + 1), chi_succ n, ih n (by omega), e,
          show (n + 3) % 3 = n % 3 by omega]
        ring
  · -- two successive cosines cancel
    induction L using Nat.strong_induction_on with
    | _ n ih =>
      match n, ih with
      | 0, _ => rw [b0]; norm_num
      | 1, _ => rw [b1, Real.cos_pi]; norm_num
      | n + 2, ih =>
        have e : Real.cos ((((n + 1 : ℕ) : ℝ) + 1) * π) = -Real.cos (((n : ℝ) + 1) * π) := by
          rw [← Real.cos_add_pi]
          congr 1
          push_cast
          ring
        rw [chi_succ (n + 1), chi_succ n, ih n (by omega), e,
          show (n + 2) % 2 = n % 2 by omega]
        ring
  · -- four successive cosines cancel in pairs
    induction L using Nat.strong_induction_on with
    | _ n ih =>
      match n, ih with
      | 0, _ => rw [b0]; norm_num
      | 1, _ => rw [b1, Real.cos_pi_div_two]; norm_num
      | 2, _ => rw [b2, Real.cos_pi_div_two]; norm_num
      | 3, _ => rw [b3, Real.cos_pi_div_two]; norm_num
      | n + 4, ih =>
        have e1 : Real.cos ((((n + 3 : ℕ) : ℝ) + 1) * (π / 2)) =
            -Real.cos ((((n + 1 : ℕ) : ℝ) + 1) * (π / 2)) := by
          rw [← Real.cos_add_pi]
          congr 1
          push_cast
          ring
        have e2 : Real.cos ((((n + 2 : ℕ) : ℝ) + 1) * (π / 2)) =
            -Real.cos (((n : ℝ) + 1) * (π / 2)) := by
          rw [← Real.cos_add_pi]
          congr 1
          push_cast
          ring
        rw [chi_succ (n + 3), chi_succ (n + 2), chi_succ (n + 1), chi_succ n,
          ih n (by omega), e1, e2, show (n + 4) / 2 % 2 = n / 2 % 2 by omega]
        ring

/-- Each `cubeRotation g` is orthogonal with determinant one, and carries the `i`-th body
diagonal to the `g i`-th, up to the sign of `g`. -/
theorem cubeRotation_spec (g : Equiv.Perm (Fin 4)) :
    (cubeRotation g)ᵀ * cubeRotation g = 1 ∧ (cubeRotation g).det = 1 ∧
    ∀ i, cubeRotation g *ᵥ diagonal i = (Equiv.Perm.sign g : ℤ) • diagonal (g i) := by
  rw [Matrix.det_fin_three]
  revert g
  decide +kernel

/-- Composing permutations of the diagonals composes the rotations. -/
theorem cubeRotation_mul (g h : Equiv.Perm (Fin 4)) :
    cubeRotation (g * h) = cubeRotation g * cubeRotation h := by
  -- a matrix is determined by its action on the diagonals
  have ext' : ∀ A B : Matrix (Fin 3) (Fin 3) ℤ,
      (∀ i, A *ᵥ diagonal i = B *ᵥ diagonal i) → A = B := by
    intro A B hAB
    ext a b
    have e0 := congrFun (hAB 0) a
    have e1 := congrFun (hAB 1) a
    have e2 := congrFun (hAB 2) a
    have e3 := congrFun (hAB 3) a
    simp [Matrix.mulVec, dotProduct, Fin.sum_univ_three, diagonal] at e0 e1 e2 e3
    have f0 : A a 0 = B a 0 := by linarith
    have f1 : A a 1 = B a 1 := by linarith
    have f2 : A a 2 = B a 2 := by linarith
    fin_cases b
    exacts [f0, f1, f2]
  apply ext'
  intro i
  rw [← Matrix.mulVec_mulVec, (cubeRotation_spec (g * h)).2.2, (cubeRotation_spec h).2.2,
    Matrix.mulVec_smul, (cubeRotation_spec g).2.2, smul_smul, Equiv.Perm.sign_mul,
    Units.val_mul, mul_comm (Equiv.Perm.sign g : ℤ), Equiv.Perm.mul_apply]

/-- Among the 24 cube rotations the traces 3, 0, -1, 1 occur 1, 8, 9, 6 times: any function
of the trace is summed with these weights. -/
theorem class_sum (f : ℤ → ℝ) :
    ∑ g, f (cubeRotation g).trace = f 3 + 8 * f 0 + 9 * f (-1) + 6 * f 1 := by
  have h : (Finset.univ : Finset (Equiv.Perm (Fin 4))).val.map
      (fun g => (cubeRotation g).trace) =
      Multiset.replicate 1 3 + Multiset.replicate 8 0 + Multiset.replicate 9 (-1)
        + Multiset.replicate 6 1 := by decide +kernel
  calc ∑ g, f (cubeRotation g).trace
      = (((Finset.univ : Finset (Equiv.Perm (Fin 4))).val.map
          (fun g => (cubeRotation g).trace)).map f).sum := by
        rw [Multiset.map_map]; rfl
    _ = _ := by
        rw [h]
        simp
        ring

/-- If a representation of the cube's rotation group has the character of angular momentum
`L`, its invariant subspace has dimension `invariantCount L`. -/
theorem finrank_invariants {V : Type*} [AddCommGroup V] [Module ℂ V] [FiniteDimensional ℂ V]
    (ρ : Representation ℂ (Equiv.Perm (Fin 4)) V) (L : ℕ)
    (hρ : ∀ g, LinearMap.trace ℂ V (ρ g) = (chi L (angle g) : ℂ)) :
    (Module.finrank ℂ ρ.invariants : ℝ) = invariantCount L := by
  -- the group average projects onto the invariants
  have hP : LinearMap.IsProj ρ.invariants ((1 / 24 : ℂ) • ∑ g, ρ g) := by
    constructor
    · intro x h
      change ρ h (((1 / 24 : ℂ) • ∑ g, ρ g) x) = ((1 / 24 : ℂ) • ∑ g, ρ g) x
      simp only [LinearMap.smul_apply, LinearMap.sum_apply, map_smul, map_sum]
      congr 1
      exact Fintype.sum_equiv (Equiv.mulLeft h) _ _ (fun g => by simp [map_mul])
    · intro x hx
      have hx' : ∀ g, ρ g x = x := hx
      simp only [LinearMap.smul_apply, LinearMap.sum_apply, hx', Finset.sum_const,
        Finset.card_univ, Fintype.card_perm, Fintype.card_fin]
      rw [← Nat.cast_smul_eq_nsmul ℂ, smul_smul]
      norm_num [Nat.factorial]
  -- the four traces correspond to the angles 0, 2π/3, π, π/2
  have hs : ∑ g, chi L (angle g) = 24 * invariantCount L := by
    have a3 : Real.arccos ((((3 : ℤ) : ℝ) - 1) / 2) = 0 := by
      rw [show (((3 : ℤ) : ℝ) - 1) / 2 = 1 by norm_num, Real.arccos_one]
    have a0 : Real.arccos ((((0 : ℤ) : ℝ) - 1) / 2) = 2 * π / 3 := by
      have hc : (((0 : ℤ) : ℝ) - 1) / 2 = Real.cos (2 * π / 3) := by
        rw [show 2 * π / 3 = π - π / 3 by ring, Real.cos_pi_sub, Real.cos_pi_div_three]
        norm_num
      rw [hc, Real.arccos_cos (by positivity) (by linarith [Real.pi_pos])]
    have am : Real.arccos ((((-1 : ℤ) : ℝ) - 1) / 2) = π := by
      rw [show (((-1 : ℤ) : ℝ) - 1) / 2 = -1 by norm_num, Real.arccos_neg_one]
    have a1 : Real.arccos ((((1 : ℤ) : ℝ) - 1) / 2) = π / 2 := by
      rw [show (((1 : ℤ) : ℝ) - 1) / 2 = 0 by norm_num, Real.arccos_zero]
    have h := class_sum (fun k => chi L (Real.arccos (((k : ℝ) - 1) / 2)))
    beta_reduce at h
    rw [a3, a0, am, a1, (chi_special L).1] at h
    unfold angle invariantCount
    rw [h]
    ring
  have ht := hP.trace
  rw [map_smul, map_sum, Finset.sum_congr rfl (fun g _ => hρ g), ← Complex.ofReal_sum,
    hs] at ht
  apply Complex.ofReal_injective
  rw [Complex.ofReal_natCast, ← ht, smul_eq_mul]
  push_cast
  ring

/-- The invariant count in terms of the remainders of `L` and of `L / 2`. -/
theorem invariantCount_closed (L : ℕ) :
    invariantCount L = (2 * L + 24 - 8 * ((L % 3 : ℕ) : ℝ) - 18 * ((L % 2 : ℕ) : ℝ)
      - 12 * ((L / 2 % 2 : ℕ) : ℝ)) / 24 := by
  obtain ⟨-, h3, h2, h4⟩ := chi_special L
  rw [invariantCount, h3, h2, h4]
  ring

/-- Raising `L` by twelve raises `invariantCount L` by exactly one, and its values for `L = 0, ...,
6` are 1, 0, 0, 0, 1, 0, 1. -/
theorem invariantCount_add_twelve :
    (∀ L, invariantCount (L + 12) = invariantCount L + 1) ∧
    invariantCount 0 = 1 ∧ invariantCount 1 = 0 ∧ invariantCount 2 = 0 ∧
    invariantCount 3 = 0 ∧ invariantCount 4 = 1 ∧ invariantCount 5 = 0 ∧
    invariantCount 6 = 1 := by
  constructor
  · intro L
    rw [invariantCount_closed (L + 12), invariantCount_closed L,
      show (L + 12) % 3 = L % 3 by omega, show (L + 12) % 2 = L % 2 by omega,
      show (L + 12) / 2 % 2 = L / 2 % 2 by omega]
    push_cast
    ring
  · refine ⟨?_, ?_, ?_, ?_, ?_, ?_, ?_⟩ <;> rw [invariantCount_closed] <;> norm_num

/-- The invariant count vanishes exactly for `L = 1, 2, 3, 5, 7, 11`. -/
theorem invariantCount_eq_zero_iff (L : ℕ) :
    invariantCount L = 0 ↔ L ∈ ({1, 2, 3, 5, 7, 11} : Finset ℕ) := by
  rw [invariantCount_closed]
  simp only [Finset.mem_insert, Finset.mem_singleton]
  constructor
  · intro h
    have h' : ((2 * L + 24 : ℕ) : ℝ) =
        ((8 * (L % 3) + 18 * (L % 2) + 12 * (L / 2 % 2) : ℕ) : ℝ) := by
      push_cast
      linarith
    have h'' := Nat.cast_injective h'
    clear h h'
    have hL : L ≤ 11 := by omega
    interval_cases L <;> omega
  · rintro (rfl | rfl | rfl | rfl | rfl | rfl) <;> norm_num

/-- The cube rotations acting on complex three-component vectors. -/
def vectorRep : Representation ℂ (Equiv.Perm (Fin 4)) (Fin 3 → ℂ) where
  toFun g := Matrix.toLin' ((Int.castRingHom ℂ).mapMatrix (cubeRotation g))
  map_one' := by
    rw [show cubeRotation 1 = 1 by decide +kernel, map_one, Matrix.toLin'_one]
    rfl
  map_mul' g h := by
    rw [cubeRotation_mul, map_mul, Matrix.toLin'_mul]
    rfl

/-- The vector representation has the character of angular momentum `L = 1`. -/
theorem finrank_invariants_witness (g : Equiv.Perm (Fin 4)) :
    LinearMap.trace ℂ (Fin 3 → ℂ) (vectorRep g) = (chi 1 (angle g) : ℂ) := by
  have hb : ∀ g, -1 ≤ (cubeRotation g).trace ∧ (cubeRotation g).trace ≤ 3 := by
    decide +kernel
  have h1 : (-1 : ℝ) ≤ ((cubeRotation g).trace : ℝ) := by exact_mod_cast (hb g).1
  have h2 : ((cubeRotation g).trace : ℝ) ≤ 3 := by exact_mod_cast (hb g).2
  have hchi : chi 1 (angle g) = ((cubeRotation g).trace : ℝ) := by
    have h := chi_succ 0 (angle g)
    have h0 : chi 0 (angle g) = 1 := by simp [chi]
    have hcos : Real.cos (angle g) = (((cubeRotation g).trace : ℝ) - 1) / 2 :=
      Real.cos_arccos (by linarith) (by linarith)
    simp only [Nat.cast_zero, zero_add, one_mul] at h
    rw [h, h0, hcos]
    ring
  have ht : LinearMap.trace ℂ (Fin 3 → ℂ) (vectorRep g) = ((cubeRotation g).trace : ℂ) := by
    change LinearMap.trace ℂ (Fin 3 → ℂ)
      (Matrix.toLin' ((Int.castRingHom ℂ).mapMatrix (cubeRotation g))) = _
    rw [LinearMap.trace_eq_matrix_trace ℂ (Pi.basisFun ℂ (Fin 3)),
      LinearMap.toMatrix_eq_toMatrix', LinearMap.toMatrix'_toLin']
    simp [Matrix.trace_fin_three]
  rw [ht, hchi, Complex.ofReal_intCast]

end

end CubicInvariants
```

```lean
#print axioms CubicInvariants.finrank_invariants
#print axioms CubicInvariants.invariantCount_add_twelve
#print axioms CubicInvariants.invariantCount_eq_zero_iff
```

```
'CubicInvariants.finrank_invariants' depends on axioms: [propext, Classical.choice, Quot.sound]
'CubicInvariants.invariantCount_add_twelve' depends on axioms: [propext, Classical.choice, Quot.sound]
'CubicInvariants.invariantCount_eq_zero_iff' depends on axioms: [propext, Classical.choice, Quot.sound]
```

## From angular momentum to a count of invariants

In a multiplet of angular momentum L, a rotation by the angle t about the quantisation axis multiplies the state m by a phase exp(−imt). The trace over m = −L, ..., L is therefore

χ_L(t) = Σ_m cos(mt),

which is `chi L t`. The sines cancel between m and −m. The trace is the same for every axis, so only the angle matters. Averaging over the 24 rotations gives

a(L) = (2L + 1 + 8χ_L(2π/3) + 9χ_L(π) + 6χ_L(π/2)) / 24,

which is `invariantCount L`, defined as a real number.

`finrank_invariants` says that this number is the dimension of the invariant subspace of a representation ρ on a finite-dimensional complex space V, provided that the trace of ρ(g) is χ_L at the angle of g for every g. That character is a hypothesis: the spherical harmonics of general L are not constructed. For L = 1, `finrank_invariants_witness` verifies it for the explicit representation `vectorRep` on three-component vectors. Since a(1) = 0, no nonzero vector is fixed by all cube rotations.

The group contains proper rotations only. Inversion changes the sign of every harmonic of odd L. If inversion is a symmetry too, no nonzero combination of harmonics of one odd L is invariant, whatever a(L) says.

## The cube's rotations as permutations of its diagonals

A group element g is a permutation of the four body diagonals d_0 = (1, 1, 1), d_1 = (1, −1, −1), d_2 = (−1, 1, −1) and d_3 = (−1, −1, 1). With s(g) = ±1 for the sign of the permutation, its matrix is

R(g) = (s(g)/4) Σ_i d_{g i} d_iᵀ.

The diagonals satisfy d_i · d_j = 4δ_ij − 1 and sum to zero, so

R(g) d_j = s(g) d_{g j}.

The sign is harmless for a diagonal, which is a line without a preferred end, and it makes the determinant 1. `cubeRotation_spec` checks this action, orthogonality and the determinant for all 24 permutations with `decide +kernel`. No two of the d_i are parallel, so different permutations give different rotations.

`cubeRotation_mul` shows that R(gh) = R(g)R(h). Both sides act identically on the diagonals, and the diagonals span space.

The trace follows from the same scalar products. If g leaves F diagonals in place, then

tr R(g) = (s(g)/4)(4F − 4) = s(g)(F − 1).

- The identity has trace 3 and angle 0.
- The 8 three-cycles have trace 0 and angle 2π/3.
- The 6 transpositions and 3 double transpositions have trace −1 and angle π.
- The 6 four-cycles have trace 1 and angle π/2.

The angles come from tr R = 1 + 2 cos t, which `angle` inverts on [0, π]. Choosing t rather than −t loses nothing, because χ_L is even. `class_sum` obtains the weights 1, 8, 9, 6 by enumeration.

## Why the average counts invariants

Let P = (1/24) Σ_g ρ(g). Multiplying by any ρ(h) only reorders the sum, so ρ(h)P = P and every vector Px is invariant. If x is already invariant, each of the 24 terms returns x, and Px = x. Hence P is a projection onto the invariants, and its trace is their dimension:

dim = tr P = (1/24) Σ_g χ_L(t_g) = a(L),

where t_g is the angle of g. The proof of `finrank_invariants` has the same two parts: `hP` establishes the projection, and `hs` evaluates the sum of characters using `class_sum` and the four angles.

## Periodic characters and the step of twelve

Raising L by one adds the states m = ±(L + 1), which is `chi_succ`:

χ_{L+1}(t) = χ_L(t) + 2 cos((L + 1)t).

At t = 2π/3 three successive cosines add to zero, at π two do, and at π/2 four cancel in pairs. The characters therefore have periods 3, 2 and 4 in L, with these values over one period:

χ_L(2π/3) = 1, 0, −1

χ_L(π) = 1, −1

χ_L(π/2) = 1, 1, −1, −1

`chi_special` proves this by induction in steps of the period. Write r for the remainder of L modulo 3, p for its remainder modulo 2, and q for the remainder modulo 2 of the integer part of L/2. Substitution gives `invariantCount_closed`:

a(L) = (2L + 24 − 8r − 18p − 12q) / 24.

Replacing L by L + 12 leaves r, p and q unchanged and adds 24 to the numerator, so a(L + 12) = a(L) + 1. The values for L = 0, ..., 6 follow by insertion; both statements are in `invariantCount_add_twelve`.

For a zero, 2L + 24 must equal 8r + 18p + 12q, which is at most 16 + 18 + 12 = 46. Hence L ≤ 11, and `invariantCount_eq_zero_iff` checks the remaining cases with `interval_cases` and `omega`.

## Counting crystal-field parameters

In a one-electron crystal-field model, the potential is expanded in spherical harmonics. Take a site whose symmetry includes all 24 cube rotations, which not every site in a cubic crystal has. Then at most a(L) independent combinations can appear at each L. Within a d shell only L ≤ 4 contributes, which leaves a uniform shift from L = 0 and one splitting parameter from L = 4. An f shell also admits L = 6 and so has two splitting parameters.

A program can build P from the 24 rotation matrices in the basis of the 2L + 1 harmonics. Its eigenvectors with eigenvalue 1 span the allowed combinations, and its trace should equal a(L) up to rounding. A different value signals an error, for example a missing group element. Agreement does not prove the matrices right, because the trace depends only on their characters: rotations with the right angles but wrong axes give the same value.
